# The inverse mass of a nondegenerate lowest exciton is at most ⟨ψ, H″ψ⟩ in a smooth finite Hermitian model

**Q:** If I freeze the exciton envelope and take ⟨ψ, H″ψ⟩ as the inverse mass, I can be badly wrong: a two-level model with band E = Q² gives 4 instead of 2. What is missing?

**A:** The response of the envelope to the momentum Q. With ħ = 1, ⟨x, y⟩ = Σᵢ x̄ᵢyᵢ and primes for d/dQ, the inverse mass at Q = 0 is

E″ = ⟨ψ, H″ψ⟩ − 2 Σₐ |⟨φₐ, H′ψ⟩|² / (εₐ − E),

where ψ is normalized, φₐ are the orthonormal excited states at Q = 0 and εₐ their energies. For a finite Hermitian (Tamm-Dancoff) Bethe-Salpeter matrix H that is smooth in Q, with a nondegenerate lowest eigenstate ψ of energy E, this gives the mass along one momentum direction from data at Q = 0.

```lean
import Mathlib

open Matrix

namespace ExcitonDispersion

noncomputable section

variable {n m : Type*} [Fintype n] [Fintype m]
```

**Q:** What is assumed about the exciton?

**A:** At every Q, a normalized eigenstate `ψ Q` that can be differentiated entry by entry, as can the Hermitian matrix `H Q`. Their derivatives are `ψ1` and `H1`. Differentiability of `E` is derived.

```lean
/-- A differentiable exciton branch: Hermitian matrices `H Q` with entrywise derivative `H1 Q`,
and normalized eigenstates `ψ Q` of energy `E Q` with derivative `ψ1 Q`. -/
structure ExcitonBranch (H H1 : ℝ → Matrix n n ℂ) (E : ℝ → ℝ) (ψ ψ1 : ℝ → n → ℂ) : Prop where
  herm : ∀ Q, (H Q).IsHermitian
  deriv_H : ∀ Q i j, HasDerivAt (fun q => H q i j) (H1 Q i j) Q
  deriv_state : ∀ Q i, HasDerivAt (fun q => ψ q i) (ψ1 Q i) Q
  eig : ∀ Q, H Q *ᵥ ψ Q = (E Q : ℂ) • ψ Q
  norm : ∀ Q, star (ψ Q) ⬝ᵥ ψ Q = 1
```

**Q:** Where is "nondegenerate and lowest"?

**A:** In `gap` and `complete`, needed only at Q = 0. Every φₐ lies strictly above E(0), and together with ψ(0) they resolve the identity, which leaves no room for a second state at or below E(0). An orthonormal excited eigenbasis qualifies. In dimension one there are no excited states and the sum is empty.

```lean
/-- Eigenstates `φ a` of `H0` with energies `ε a` above `E0`, which together with `ψ0`
resolve the identity. -/
structure ExcitedStates (H0 : Matrix n n ℂ) (E0 : ℝ) (ψ0 : n → ℂ)
    (φ : m → n → ℂ) (ε : m → ℝ) : Prop where
  eig : ∀ a, H0 *ᵥ φ a = (ε a : ℂ) • φ a
  gap : ∀ a, E0 < ε a
  complete : ∀ x y : n → ℂ, star x ⬝ᵥ y =
    (star x ⬝ᵥ ψ0) * (star ψ0 ⬝ᵥ y) + ∑ a, (star x ⬝ᵥ φ a) * (star (φ a) ⬝ᵥ y)
```

**Q:** Show me the derivation, starting with the slope.

**A:** Normalization gives ⟨ψ′, ψ⟩ + ⟨ψ, ψ′⟩ = 0. Differentiating E = ⟨ψ, Hψ⟩, and letting H act on ψ to either side, gives

E′ = ⟨ψ, H′ψ⟩ + E(⟨ψ′, ψ⟩ + ⟨ψ, ψ′⟩) = ⟨ψ, H′ψ⟩.

This is the Hellmann-Feynman theorem. The tools are two product rules and `eigenbra`, which lets H act on the bra. The conjugation rule `braket_conj` is used later, for the curvature.

```lean
/-- Exchanging bra and ket conjugates the overlap. -/
theorem braket_conj (x y : n → ℂ) : star (star x ⬝ᵥ y) = star y ⬝ᵥ x := by
  simp only [dotProduct, Pi.star_apply, star_sum, star_mul, star_star]

/-- Product rule for the overlap of two moving states. -/
theorem hasDerivAt_braket {x y : ℝ → n → ℂ} {x' y' : n → ℂ} {Q : ℝ}
    (hx : ∀ i, HasDerivAt (fun q => x q i) (x' i) Q)
    (hy : ∀ i, HasDerivAt (fun q => y q i) (y' i) Q) :
    HasDerivAt (fun q => star (x q) ⬝ᵥ y q) (star x' ⬝ᵥ y Q + star (x Q) ⬝ᵥ y') Q := by
  simp only [dotProduct, Pi.star_apply]
  rw [← Finset.sum_add_distrib]
  exact HasDerivAt.fun_sum (fun i _ => (hx i).star.fun_mul (hy i))

/-- Product rule for a moving matrix acting on a moving state. -/
theorem hasDerivAt_mulVec {A : ℝ → Matrix n n ℂ} {A' : Matrix n n ℂ} {x : ℝ → n → ℂ}
    {x' : n → ℂ} {Q : ℝ} (hA : ∀ i j, HasDerivAt (fun q => A q i j) (A' i j) Q)
    (hx : ∀ i, HasDerivAt (fun q => x q i) (x' i) Q) (i : n) :
    HasDerivAt (fun q => (A q *ᵥ x q) i) ((A' *ᵥ x Q + A Q *ᵥ x') i) Q := by
  simp only [Matrix.mulVec, dotProduct, Pi.add_apply]
  rw [← Finset.sum_add_distrib]
  exact HasDerivAt.fun_sum (fun j _ => (hA i j).fun_mul (hx j))

/-- A Hermitian matrix acts to the left on the bra of an eigenstate as its eigenvalue. -/
theorem eigenbra {A : Matrix n n ℂ} (hA : A.IsHermitian) {u : n → ℂ} {e : ℝ}
    (h : A *ᵥ u = (e : ℂ) • u) (y : n → ℂ) :
    star u ⬝ᵥ A *ᵥ y = (e : ℂ) * (star u ⬝ᵥ y) := by
  have hs : star u ⬝ᵥ A *ᵥ y = star (A *ᵥ u) ⬝ᵥ y := by
    rw [Matrix.star_mulVec, hA.eq, Matrix.dotProduct_mulVec]
  rw [hs, h, star_smul, smul_dotProduct, smul_eq_mul]
  change (starRingEnd ℂ) (e : ℂ) * _ = _
  rw [Complex.conj_ofReal]
```

In the next proof, `hn0` is the differentiated normalization, and the final `linear_combination` multiplies it by E.

```lean
variable {H H1 : ℝ → Matrix n n ℂ} {E : ℝ → ℝ} {ψ ψ1 : ℝ → n → ℂ}
  {φ : m → n → ℂ} {ε : m → ℝ}

/-- Hellmann-Feynman theorem: the slope of the exciton band is the expectation value of the
derivative of the Hamiltonian. -/
theorem hellmann_feynman (hb : ExcitonBranch H H1 E ψ ψ1) (Q : ℝ) :
    HasDerivAt E (star (ψ Q) ⬝ᵥ H1 Q *ᵥ ψ Q).re Q := by
  -- normalization is conserved along the branch
  have hn := hasDerivAt_braket (hb.deriv_state Q) (hb.deriv_state Q)
  rw [show (fun q => star (ψ q) ⬝ᵥ ψ q) = fun _ => (1 : ℂ) from funext hb.norm] at hn
  have hn0 := hn.unique (hasDerivAt_const Q (1 : ℂ))
  have hc : HasDerivAt (fun q => star (ψ q) ⬝ᵥ H q *ᵥ ψ q)
      (star (ψ1 Q) ⬝ᵥ H Q *ᵥ ψ Q + star (ψ Q) ⬝ᵥ (H1 Q *ᵥ ψ Q + H Q *ᵥ ψ1 Q)) Q :=
    hasDerivAt_braket (hb.deriv_state Q) (hasDerivAt_mulVec (hb.deriv_H Q) (hb.deriv_state Q))
  have hE : (fun q => star (ψ q) ⬝ᵥ H q *ᵥ ψ q) = fun q => (E q : ℂ) := by
    funext q
    rw [hb.eig, dotProduct_smul, hb.norm, smul_eq_mul, mul_one]
  rw [hE] at hc
  have hre : HasDerivAt E (star (ψ1 Q) ⬝ᵥ H Q *ᵥ ψ Q
      + star (ψ Q) ⬝ᵥ (H1 Q *ᵥ ψ Q + H Q *ᵥ ψ1 Q)).re Q :=
    Complex.reCLM.hasFDerivAt.comp_hasDerivAt Q hc
  refine hre.congr_deriv (congrArg Complex.re ?_)
  rw [dotProduct_add, eigenbra (hb.herm Q) (hb.eig Q) (ψ1 Q), hb.eig, dotProduct_smul,
    smul_eq_mul]
  linear_combination (E Q : ℂ) * hn0
```

**Q:** And the response of the envelope?

**A:** Hold φₐ fixed. At Q = 0, εₐ⟨φₐ, ψ⟩ = ⟨φₐ, Hψ⟩ = E⟨φₐ, ψ⟩, so the gap forces ⟨φₐ, ψ⟩ = 0. Now differentiate ⟨φₐ, Hψ⟩ = E⟨φₐ, ψ⟩:

⟨φₐ, H′ψ⟩ + εₐ⟨φₐ, ψ′⟩ = E′⟨φₐ, ψ⟩ + E⟨φₐ, ψ′⟩.

The E′ term vanishes, leaving

⟨φₐ, H′ψ⟩ = −(εₐ − E)⟨φₐ, ψ′⟩.

In Lean, `ho` is the orthogonality, and `unique` equates the two derivatives of the same function.

```lean
/-- First-order response: the coupling of the exciton to an excited state is minus the energy
gap times the admixture of that state in the derivative of the exciton state. -/
theorem first_order_response (hb : ExcitonBranch H H1 E ψ ψ1)
    (hx : ExcitedStates (H 0) (E 0) (ψ 0) φ ε) (a : m) :
    star (φ a) ⬝ᵥ H1 0 *ᵥ ψ 0 = -((ε a - E 0 : ℝ) : ℂ) * (star (φ a) ⬝ᵥ ψ1 0) := by
  have hg : ((ε a : ℂ) - (E 0 : ℂ)) ≠ 0 := by
    rw [← Complex.ofReal_sub]
    exact Complex.ofReal_ne_zero.2 (sub_pos.2 (hx.gap a)).ne'
  -- eigenstates of different energy are orthogonal
  have ho : star (φ a) ⬝ᵥ ψ 0 = 0 := by
    have h := eigenbra (hb.herm 0) (hx.eig a) (ψ 0)
    rw [hb.eig, dotProduct_smul, smul_eq_mul] at h
    refine (mul_eq_zero.1 ?_).resolve_left hg
    linear_combination -h
  -- differentiate the eigenvalue equation projected on the excited state
  have h1 : HasDerivAt (fun q => star (φ a) ⬝ᵥ H q *ᵥ ψ q)
      (star (0 : n → ℂ) ⬝ᵥ H 0 *ᵥ ψ 0 + star (φ a) ⬝ᵥ (H1 0 *ᵥ ψ 0 + H 0 *ᵥ ψ1 0)) 0 :=
    hasDerivAt_braket (x := fun _ => φ a) (fun i => hasDerivAt_const _ _)
      (hasDerivAt_mulVec (hb.deriv_H 0) (hb.deriv_state 0))
  have h2 : HasDerivAt (fun q => star (φ a) ⬝ᵥ ψ q)
      (star (0 : n → ℂ) ⬝ᵥ ψ 0 + star (φ a) ⬝ᵥ ψ1 0) 0 :=
    hasDerivAt_braket (x := fun _ => φ a) (fun i => hasDerivAt_const _ _) (hb.deriv_state 0)
  have hf : (fun q => star (φ a) ⬝ᵥ H q *ᵥ ψ q) =
      fun q => (E q : ℂ) * (star (φ a) ⬝ᵥ ψ q) := by
    funext q
    rw [hb.eig, dotProduct_smul, smul_eq_mul]
  rw [hf] at h1
  have hu := h1.unique ((hellmann_feynman hb 0).ofReal_comp.fun_mul h2)
  simp only [star_zero, zero_dotProduct, zero_add, dotProduct_add] at hu
  rw [eigenbra (hb.herm 0) (hx.eig a) (ψ1 0), ho] at hu
  push_cast
  linear_combination hu
```

**Q:** Then the curvature follows by differentiating again?

**A:** Yes. H′ is Hermitian, so the two cross terms are conjugates:

E″ = ⟨ψ, H″ψ⟩ + 2 Re⟨ψ′, H′ψ⟩.

Insert the resolution of the identity:

⟨ψ′, H′ψ⟩ = ⟨ψ′, ψ⟩⟨ψ, H′ψ⟩ + Σₐ ⟨ψ′, φₐ⟩⟨φₐ, H′ψ⟩.

The first product is imaginary times real, so its real part is zero (`hr`, `him`). The response relation turns the sum into −Σₐ |⟨φₐ, H′ψ⟩|²/(εₐ − E), which is `hsecond`. `hcross` matches the cross terms. Here `H2` is H″(0); ψ needs no second derivative.

```lean
/-- Inverse exciton mass: the band curvature at `Q = 0` is the expectation value of the second
derivative of the Hamiltonian minus twice the sum of squared couplings over energy gaps. -/
theorem inverse_exciton_mass (hb : ExcitonBranch H H1 E ψ ψ1)
    (hx : ExcitedStates (H 0) (E 0) (ψ 0) φ ε) {H2 : Matrix n n ℂ}
    (h2 : ∀ i j, HasDerivAt (fun q => H1 q i j) (H2 i j) 0) :
    HasDerivAt (deriv E) ((star (ψ 0) ⬝ᵥ H2 *ᵥ ψ 0).re
      - 2 * ∑ a, ‖star (φ a) ⬝ᵥ H1 0 *ᵥ ψ 0‖ ^ 2 / (ε a - E 0)) 0 := by
  have hH1 : (H1 0).IsHermitian := Matrix.IsHermitian.ext fun i j => by
    have h := (hb.deriv_H 0 j i).star
    rw [show (fun q => star (H q j i)) = fun q => H q i j from
      funext fun q => (hb.herm q).apply i j] at h
    exact h.unique (hb.deriv_H 0 i j)
  have hswap : ∀ y, star (ψ 0) ⬝ᵥ H1 0 *ᵥ y = star (H1 0 *ᵥ ψ 0) ⬝ᵥ y := fun y => by
    rw [Matrix.star_mulVec, hH1.eq, Matrix.dotProduct_mulVec]
  have him : (star (ψ 0) ⬝ᵥ H1 0 *ᵥ ψ 0).im = 0 := by
    have h : -(star (ψ 0) ⬝ᵥ H1 0 *ᵥ ψ 0).im = (star (H1 0 *ᵥ ψ 0) ⬝ᵥ ψ 0).im :=
      congrArg Complex.im (braket_conj (ψ 0) (H1 0 *ᵥ ψ 0))
    rw [← hswap] at h
    linarith
  have hr : (star (ψ1 0) ⬝ᵥ ψ 0).re = 0 := by
    have hn := hasDerivAt_braket (hb.deriv_state 0) (hb.deriv_state 0)
    rw [show (fun q => star (ψ q) ⬝ᵥ ψ q) = fun _ => (1 : ℂ) from funext hb.norm] at hn
    have h0 := congrArg Complex.re (hn.unique (hasDerivAt_const (0 : ℝ) (1 : ℂ)))
    have hconj := congrArg Complex.re (braket_conj (ψ1 0) (ψ 0))
    have hs : (star (ψ1 0) ⬝ᵥ ψ 0).re = (star (ψ 0) ⬝ᵥ ψ1 0).re :=
      (Complex.conj_re (star (ψ1 0) ⬝ᵥ ψ 0)).symm.trans hconj
    rw [Complex.add_re, Complex.zero_re] at h0
    linarith
  -- insert the resolution of the identity in the response term
  have hsecond : (star (ψ1 0) ⬝ᵥ H1 0 *ᵥ ψ 0).re =
      -∑ a, ‖star (φ a) ⬝ᵥ H1 0 *ᵥ ψ 0‖ ^ 2 / (ε a - E 0) := by
    rw [hx.complete (ψ1 0) (H1 0 *ᵥ ψ 0), Complex.add_re, Complex.mul_re, hr, him,
      Complex.re_sum, zero_mul, mul_zero, sub_zero, zero_add, ← Finset.sum_neg_distrib]
    refine Finset.sum_congr rfl fun a _ => ?_
    rw [first_order_response hb hx a, ← braket_conj (φ a) (ψ1 0)]
    have hg : ε a - E 0 ≠ 0 := (sub_pos.2 (hx.gap a)).ne'
    generalize star (φ a) ⬝ᵥ ψ1 0 = d
    generalize ε a - E 0 = g at hg ⊢
    have e1 : ‖-(g : ℂ) * d‖ ^ 2 = g * (g * (d.re ^ 2 + d.im ^ 2)) := by
      rw [Complex.sq_norm, Complex.normSq_apply]
      simp
      ring
    have e2 : (star d * (-(g : ℂ) * d)).re = -(g * (d.re ^ 2 + d.im ^ 2)) := by
      simp
      ring
    rw [e1, e2, mul_div_cancel_left₀ _ hg]
  have hcross : (star (ψ 0) ⬝ᵥ H1 0 *ᵥ ψ1 0).re = (star (ψ1 0) ⬝ᵥ H1 0 *ᵥ ψ 0).re := by
    rw [hswap, ← braket_conj (ψ1 0) (H1 0 *ᵥ ψ 0)]
    rfl
  -- differentiate the Hellmann-Feynman formula
  have hc : HasDerivAt (fun q => star (ψ q) ⬝ᵥ H1 q *ᵥ ψ q)
      (star (ψ1 0) ⬝ᵥ H1 0 *ᵥ ψ 0 + star (ψ 0) ⬝ᵥ (H2 *ᵥ ψ 0 + H1 0 *ᵥ ψ1 0)) 0 :=
    hasDerivAt_braket (hb.deriv_state 0) (hasDerivAt_mulVec h2 (hb.deriv_state 0))
  have hre : HasDerivAt (fun q => (star (ψ q) ⬝ᵥ H1 q *ᵥ ψ q).re)
      (star (ψ1 0) ⬝ᵥ H1 0 *ᵥ ψ 0 + star (ψ 0) ⬝ᵥ (H2 *ᵥ ψ 0 + H1 0 *ᵥ ψ1 0)).re 0 :=
    Complex.reCLM.hasFDerivAt.comp_hasDerivAt 0 hc
  rw [show deriv E = fun q => (star (ψ q) ⬝ᵥ H1 q *ᵥ ψ q).re from
    funext fun q => (hellmann_feynman hb q).deriv]
  refine hre.congr_deriv ?_
  rw [dotProduct_add, Complex.add_re, Complex.add_re, hcross, hsecond]
  ring
```

Since ψ is the lowest state, every gap εₐ − E is positive and each term of the sum is nonnegative, which gives the bound. Equality requires every term to vanish, so H′ must couple ψ to no excited state.

```lean
/-- The inverse exciton mass never exceeds the expectation value of `H''`, with equality exactly
when `H'` couples the exciton to none of the excited states. -/
theorem inverse_mass_le (hb : ExcitonBranch H H1 E ψ ψ1)
    (hx : ExcitedStates (H 0) (E 0) (ψ 0) φ ε) {H2 : Matrix n n ℂ}
    (h2 : ∀ i j, HasDerivAt (fun q => H1 q i j) (H2 i j) 0) :
    deriv (deriv E) 0 ≤ (star (ψ 0) ⬝ᵥ H2 *ᵥ ψ 0).re ∧
    (deriv (deriv E) 0 = (star (ψ 0) ⬝ᵥ H2 *ᵥ ψ 0).re ↔
      ∀ a, star (φ a) ⬝ᵥ H1 0 *ᵥ ψ 0 = 0) := by
  rw [(inverse_exciton_mass hb hx h2).deriv]
  have hnn : ∀ a ∈ Finset.univ, 0 ≤ ‖star (φ a) ⬝ᵥ H1 0 *ᵥ ψ 0‖ ^ 2 / (ε a - E 0) :=
    fun a _ => div_nonneg (sq_nonneg _) (sub_nonneg.2 (hx.gap a).le)
  refine ⟨by linarith [Finset.sum_nonneg hnn], fun h a => ?_, fun h => by simp [h]⟩
  have hs : ∑ a, ‖star (φ a) ⬝ᵥ H1 0 *ᵥ ψ 0‖ ^ 2 / (ε a - E 0) = 0 := by linarith
  have ha := (Finset.sum_eq_zero_iff_of_nonneg hnn).1 hs a (Finset.mem_univ a)
  have hg : ε a - E 0 ≠ 0 := (sub_pos.2 (hx.gap a)).ne'
  exact norm_eq_zero.1 (pow_eq_zero_iff two_ne_zero |>.1 ((div_eq_zero_iff.1 ha).resolve_right hg))
```

**Q:** Does ⟨ψ, H″ψ⟩ agree with the curvature of the pair energies averaged over the envelope?

**A:** They agree when the electron-hole kernel `K` does not depend on Q, meaning that the pair's interaction is unaffected by its total momentum. That is an idealisation, since Bloch overlaps and exchange generally bring in Q. Then H″ is diagonal, with entries `ω2 k`, the curvatures of the pair energies at fixed label k, and the nondegenerate lowest exciton obeys

E″ ≤ Σₖ |ψₖ|² ωₖ″.

```lean
/-- Bethe-Salpeter Hamiltonian with electron-hole pair energies `ω Q k` and a kernel `K`
that does not depend on `Q`. -/
def bseHamiltonian [DecidableEq n] (ω : ℝ → n → ℝ) (K : Matrix n n ℂ) (Q : ℝ) : Matrix n n ℂ :=
  Matrix.diagonal (fun k => (ω Q k : ℂ)) + K

/-- For a `Q`-independent kernel the inverse exciton mass is at most the curvature of the pair
energies averaged over the exciton envelope. -/
theorem inverse_mass_le_band_average [DecidableEq n] {ω ω1 : ℝ → n → ℝ} {ω2 : n → ℝ}
    {K : Matrix n n ℂ}
    (hb : ExcitonBranch (bseHamiltonian ω K)
      (fun Q => Matrix.diagonal (fun k => (ω1 Q k : ℂ))) E ψ ψ1)
    (hx : ExcitedStates (bseHamiltonian ω K 0) (E 0) (ψ 0) φ ε)
    (hω : ∀ k, HasDerivAt (fun q => ω1 q k) (ω2 k) 0) :
    deriv (deriv E) 0 ≤ ∑ k, ‖ψ 0 k‖ ^ 2 * ω2 k := by
  have h := (inverse_mass_le hb hx (H2 := Matrix.diagonal (fun k => (ω2 k : ℂ)))
    (fun i j => by
      by_cases hij : i = j
      · subst hij
        simp only [Matrix.diagonal_apply_eq]
        exact (hω i).ofReal_comp
      · simp only [Matrix.diagonal_apply, if_neg hij]
        exact hasDerivAt_const _ _)).1
  refine h.trans_eq ?_
  simp only [dotProduct, Matrix.mulVec_diagonal, Complex.re_sum]
  refine Finset.sum_congr rfl fun k _ => ?_
  rw [Complex.sq_norm, Complex.normSq_apply]
  simp
  ring
```

**Q:** Give me numbers.

**A:** In the two-level model at Q = 0, H = diag(0, 1), H″ = diag(4, 0), and H′ has zero diagonal and off-diagonal entries −1. With ψ = (1, 0) and φ = (0, 1),

E″ = 4 − 2·|−1|²/(1 − 0) = 2,

as E = Q² demands.

**Q:** What if the state is not the lowest?

**A:** The bound can fail. The upper state of the same model has energy 1 + Q², hence curvature 2, but ⟨ψ, H″ψ⟩ = 0. Its only energy denominator is negative, so the coupling raises the curvature.

The last theorem confirms that the lower branch meets every hypothesis of the mass formula, by entrywise differentiation and trigonometric identities.

```lean
/-- Two-level model whose eigenstates rotate with `Q`. -/
def modelH (Q : ℝ) : Matrix (Fin 2) (Fin 2) ℂ :=
  (!![Real.sin Q * Real.sin Q + Q * Q, -(Real.sin Q * Real.cos Q);
    -(Real.sin Q * Real.cos Q), Real.cos Q * Real.cos Q + Q * Q]).map Complex.ofReal

/-- Entrywise derivative of the two-level model. -/
def modelH1 (Q : ℝ) : Matrix (Fin 2) (Fin 2) ℂ :=
  (!![2 * (Real.sin Q * Real.cos Q) + 2 * Q, Real.sin Q * Real.sin Q - Real.cos Q * Real.cos Q;
    Real.sin Q * Real.sin Q - Real.cos Q * Real.cos Q,
    2 * Q - 2 * (Real.sin Q * Real.cos Q)]).map Complex.ofReal

/-- The two-level model with band `E = Q²` and one excited state at energy 1 meets the hypotheses
of the mass formula. -/
theorem inverse_exciton_mass_witness :
    ExcitonBranch modelH modelH1 (fun Q => Q * Q)
      (fun Q => ![(Real.cos Q : ℂ), (Real.sin Q : ℂ)])
      (fun Q => ![((-Real.sin Q : ℝ) : ℂ), (Real.cos Q : ℂ)]) ∧
    ExcitedStates (modelH 0) (0 * 0) ![(Real.cos 0 : ℂ), (Real.sin 0 : ℂ)]
      (fun _ : Fin 1 => ![0, 1]) (fun _ => 1) ∧
    ∀ i j, HasDerivAt (fun q => modelH1 q i j)
      ((!![(4 : ℝ), 0; 0, 0]).map Complex.ofReal i j) 0 := by
  refine ⟨⟨fun Q => ?_, fun Q i j => ?_, fun Q i => ?_, fun Q => ?_, fun Q => ?_⟩,
    ⟨fun a => ?_, fun a => by norm_num, fun x y => ?_⟩, fun i j => ?_⟩
  · refine Matrix.IsHermitian.ext fun i j => ?_
    fin_cases i <;> fin_cases j <;>
      simp [modelH, Complex.conj_ofReal, -Complex.ofReal_sin, -Complex.ofReal_cos]
  · have s := Real.hasDerivAt_sin Q
    have c := Real.hasDerivAt_cos Q
    have d := (hasDerivAt_id' Q).fun_mul (hasDerivAt_id' Q)
    have h00 : HasDerivAt (fun q => Real.sin q * Real.sin q + q * q)
        (2 * (Real.sin Q * Real.cos Q) + 2 * Q) Q :=
      ((s.fun_mul s).fun_add d).congr_deriv (by ring)
    have h01 : HasDerivAt (fun q => -(Real.sin q * Real.cos q))
        (Real.sin Q * Real.sin Q - Real.cos Q * Real.cos Q) Q :=
      (s.fun_mul c).fun_neg.congr_deriv (by ring)
    have h11 : HasDerivAt (fun q => Real.cos q * Real.cos q + q * q)
        (2 * Q - 2 * (Real.sin Q * Real.cos Q)) Q :=
      ((c.fun_mul c).fun_add d).congr_deriv (by ring)
    fin_cases i <;> fin_cases j
    exacts [h00.ofReal_comp, h01.ofReal_comp, h01.ofReal_comp, h11.ofReal_comp]
  · fin_cases i
    exacts [(Real.hasDerivAt_cos Q).ofReal_comp, (Real.hasDerivAt_sin Q).ofReal_comp]
  · ext i
    fin_cases i <;> simp [modelH, Matrix.mulVec, dotProduct, Fin.sum_univ_succ] <;> ring
  · have h : Real.cos Q * Real.cos Q + Real.sin Q * Real.sin Q = 1 := by
      nlinarith [Real.sin_sq_add_cos_sq Q]
    simp [dotProduct, Fin.sum_univ_succ, Complex.conj_ofReal, -Complex.ofReal_sin,
      -Complex.ofReal_cos]
    exact_mod_cast h
  · ext i
    fin_cases i <;> simp [modelH, Matrix.mulVec, dotProduct, Fin.sum_univ_succ]
  · simp [dotProduct, Fin.sum_univ_succ]
  · have s := Real.hasDerivAt_sin 0
    have c := Real.hasDerivAt_cos 0
    have d := (hasDerivAt_id' (0 : ℝ)).const_mul 2
    have h00 : HasDerivAt (fun q => 2 * (Real.sin q * Real.cos q) + 2 * q) 4 0 :=
      (((s.fun_mul c).const_mul 2).fun_add d).congr_deriv (by norm_num)
    have h01 : HasDerivAt (fun q => Real.sin q * Real.sin q - Real.cos q * Real.cos q) 0 0 :=
      ((s.fun_mul s).fun_sub (c.fun_mul c)).congr_deriv (by norm_num)
    have h11 : HasDerivAt (fun q => 2 * q - 2 * (Real.sin q * Real.cos q)) 0 0 :=
      (d.fun_sub ((s.fun_mul c).const_mul 2)).congr_deriv (by norm_num)
    fin_cases i <;> fin_cases j
    exacts [h00.ofReal_comp, h01.ofReal_comp, h01.ofReal_comp, h11.ofReal_comp]

end

end ExcitonDispersion
```

```lean
#print axioms ExcitonDispersion.inverse_exciton_mass
#print axioms ExcitonDispersion.inverse_mass_le_band_average
```

```
'ExcitonDispersion.inverse_exciton_mass' depends on axioms: [propext, Classical.choice, Quot.sound]
'ExcitonDispersion.inverse_mass_le_band_average' depends on axioms: [propext, Classical.choice, Quot.sound]
```
